# For parallel dumbbells shorter than their separation, the point-dipole formula underestimates the coupling strength head to tail and overestimates it side by side

Two parallel dumbbells with unit axis $n$ are centred at the origin and at $R$, and each carries charges $+1/d$ and $-1/d$ at $+\tfrac d2 n$ and $-\tfrac d2 n$ from its centre, so that its dipole moment is $n$; energies are in Gaussian units, where charges $q,q'$ at distance $s$ have energy $qq'/s$. The dumbbell energy $E_d(R)$ is compared with the energy $E_{\rm pt}(R)=n\cdot n/|R|^3-3(R\cdot n)^2/|R|^5$ of two point dipoles $n$ at the same centres.

```lean
import Mathlib

open scoped InnerProductSpace

namespace DumbbellDipoles

noncomputable section

/-- Three-dimensional physical space. -/
abbrev Space3 := EuclideanSpace ℝ (Fin 3)

/-- Coulomb energy, in Gaussian units, of charges `q` at `x` and `q'` at `y`, for `x ≠ y`. -/
def coulomb (q q' : ℝ) (x y : Space3) : ℝ := q * q' / ‖x - y‖

/-- Interaction energy of two parallel dumbbells with axis `n`, centred at the origin and at `R`.
Each has charges `1/d` and `-1/d`, displaced from its centre by `(d/2) • n` and `-((d/2) • n)`; the
domain is `d ≠ 0` with no charge of one dumbbell on top of a charge of the other. -/
def dumbbellEnergy (d : ℝ) (n R : Space3) : ℝ :=
  coulomb (1 / d) (1 / d) ((d / 2) • n) (R + (d / 2) • n)
    + coulomb (1 / d) (-(1 / d)) ((d / 2) • n) (R - (d / 2) • n)
    + coulomb (-(1 / d)) (1 / d) (-((d / 2) • n)) (R + (d / 2) • n)
    + coulomb (-(1 / d)) (-(1 / d)) (-((d / 2) • n)) (R - (d / 2) • n)

/-- Interaction energy of two equal point dipoles `n` separated by the vector `R ≠ 0`. -/
def pointEnergy (n R : Space3) : ℝ :=
  inner ℝ n n / ‖R‖ ^ 3 - 3 * (inner ℝ R n) ^ 2 / ‖R‖ ^ 5

/-- The four Coulomb terms combine into two equal repulsions at the distance of the centres
and two attractions at the distances `|R + d n|` and `|R - d n|`. -/
theorem dumbbellEnergy_eq (d : ℝ) (n R : Space3) :
    dumbbellEnergy d n R = (2 / ‖R‖ - 1 / ‖R + d • n‖ - 1 / ‖R - d • n‖) / d ^ 2 := by
  have h1 : (d / 2) • n - (R + (d / 2) • n) = -R := by module
  have h2 : (d / 2) • n - (R - (d / 2) • n) = -(R - d • n) := by module
  have h3 : -((d / 2) • n) - (R + (d / 2) • n) = -(R + d • n) := by module
  have h4 : -((d / 2) • n) - (R - (d / 2) • n) = -R := by module
  unfold dumbbellEnergy coulomb
  rw [h1, h2, h3, h4, norm_neg, norm_neg, norm_neg]
  ring

/-- Law of cosines for the two distances between unlike charges, for a unit axis `n`. -/
theorem unlike_distance_sq (d : ℝ) {n : Space3} (R : Space3) (hn : ‖n‖ = 1) :
    ‖R + d • n‖ ^ 2 = ‖R‖ ^ 2 + 2 * d * inner ℝ R n + d ^ 2 ∧
    ‖R - d • n‖ ^ 2 = ‖R‖ ^ 2 - 2 * d * inner ℝ R n + d ^ 2 := by
  have h : ‖d • n‖ ^ 2 = d ^ 2 := by
    rw [norm_smul, hn, mul_one, Real.norm_eq_abs, sq_abs]
  constructor
  · rw [norm_add_sq_real, h, real_inner_smul_right]
    ring
  · rw [norm_sub_sq_real, h, real_inner_smul_right]
    ring

/-- Head to tail at distance `r`, with `0 < d < r` and a unit axis, the dumbbell energy is
exactly `-2 / (r (r - d) (r + d))`. -/
theorem headToTail_eq {d r : ℝ} {n : Space3} (hd : 0 < d) (hdr : d < r) (hn : ‖n‖ = 1) :
    dumbbellEnergy d n (r • n) = -2 / (r * (r - d) * (r + d)) := by
  have hr : 0 < r := hd.trans hdr
  have hm : 0 < r - d := sub_pos.mpr hdr
  have hp : 0 < r + d := add_pos hr hd
  have hnorm : ∀ t : ℝ, 0 < t → ‖t • n‖ = t := fun t ht => by
    rw [norm_smul, hn, mul_one, Real.norm_eq_abs, abs_of_pos ht]
  rw [dumbbellEnergy_eq, ← add_smul, ← sub_smul, hnorm r hr, hnorm _ hp, hnorm _ hm]
  have hd0 := hd.ne'
  have hr0 := hr.ne'
  have hm0 := hm.ne'
  have hp0 := hp.ne'
  field_simp
  ring

/-- For unit dipoles at distance `r > 0`, the point-dipole energy is `-2/r³` head to tail and
`1/r³` side by side. -/
theorem pointEnergy_values {r : ℝ} {n u : Space3} (hr : 0 < r) (hn : ‖n‖ = 1)
    (hu : ‖u‖ = r) (hperp : inner ℝ u n = 0) :
    pointEnergy n (r • n) = -2 / r ^ 3 ∧ pointEnergy n u = 1 / r ^ 3 := by
  have hnn : inner ℝ n n = (1 : ℝ) := by
    rw [real_inner_self_eq_norm_sq, hn, one_pow]
  constructor
  · unfold pointEnergy
    rw [real_inner_smul_left, hnn, norm_smul, hn, mul_one, mul_one, Real.norm_eq_abs,
      abs_of_pos hr]
    have h : 3 * r ^ 2 / r ^ 5 = 3 / r ^ 3 := by
      rw [div_eq_div_iff (by positivity) (by positivity)]
      ring
    rw [h]
    ring
  · unfold pointEnergy
    rw [hnn, hperp, hu]
    ring

/-- For parallel dumbbells of length `d` and unit dipole moment at distance `r`, `0 < d < r`,
the head-to-tail energy is strictly below `-2/r³` and the side-by-side energy lies strictly
between `0` and `1/r³`. -/
theorem dumbbell_bounds {d r : ℝ} {n u : Space3} (hd : 0 < d) (hdr : d < r) (hn : ‖n‖ = 1)
    (hu : ‖u‖ = r) (hperp : inner ℝ u n = 0) :
    dumbbellEnergy d n (r • n) < -2 / r ^ 3 ∧
    0 < dumbbellEnergy d n u ∧ dumbbellEnergy d n u < 1 / r ^ 3 := by
  have hr : 0 < r := hd.trans hdr
  constructor
  · have hm : 0 < r - d := sub_pos.mpr hdr
    rw [headToTail_eq hd hdr hn, div_lt_div_iff₀ (by positivity) (by positivity)]
    nlinarith [mul_pos hr (pow_pos hd 2)]
  · obtain ⟨ha, hb⟩ := unlike_distance_sq d u hn
    rw [hperp, hu] at ha hb
    -- the two diagonals of the rectangle of charges are equal
    have hab : ‖u - d • n‖ = ‖u + d • n‖ := by
      rw [← sq_eq_sq₀ (norm_nonneg _) (norm_nonneg _), ha, hb]
      ring
    rw [dumbbellEnergy_eq, hab, hu]
    have hra : r < ‖u + d • n‖ := by
      refine lt_of_pow_lt_pow_left₀ 2 (norm_nonneg _) ?_
      rw [ha]
      nlinarith [pow_pos hd 2]
    generalize ‖u + d • n‖ = a at ha hra
    have ha0 : 0 < a := hr.trans hra
    have hs : 0 < a - r := sub_pos.mpr hra
    have hd2 : d ^ 2 = (a - r) * (a + r) := by linear_combination -ha
    have key : (2 / r - 1 / a - 1 / a) / d ^ 2 = 2 / (r * a * (a + r)) := by
      have h : 2 / r - 1 / a - 1 / a = 2 * (a - r) / (r * a) := by
        field_simp
        ring
      rw [h, hd2, div_div, div_eq_div_iff (by positivity) (by positivity)]
      ring
    rw [key]
    refine ⟨by positivity, ?_⟩
    rw [div_lt_div_iff₀ (by positivity) (by positivity)]
    nlinarith [mul_pos (mul_pos hr hs) (show 0 < a + 2 * r by positivity)]

/-- For `0 < d < r` and a unit axis, the point-dipole formula underestimates the magnitude of
the dumbbell coupling head to tail and overestimates it side by side. -/
theorem magnitude_errors_opposite {d r : ℝ} {n u : Space3} (hd : 0 < d) (hdr : d < r)
    (hn : ‖n‖ = 1) (hu : ‖u‖ = r) (hperp : inner ℝ u n = 0) :
    |pointEnergy n (r • n)| < |dumbbellEnergy d n (r • n)| ∧
    |dumbbellEnergy d n u| < |pointEnergy n u| := by
  have hr : 0 < r := hd.trans hdr
  obtain ⟨p1, p2⟩ := pointEnergy_values hr hn hu hperp
  obtain ⟨h1, h2, h3⟩ := dumbbell_bounds hd hdr hn hu hperp
  have hneg : -2 / r ^ 3 < 0 := div_neg_of_neg_of_pos (by norm_num) (by positivity)
  rw [p1, p2]
  constructor
  · rw [abs_of_neg hneg, abs_of_neg (h1.trans hneg)]
    linarith
  · rw [abs_of_pos h2, abs_of_pos (h2.trans h3)]
    exact h3

/-- At the magic angle, `3 cos²θ = 1` between the unit axis and the separation, point dipoles
at distance `r > 0` have zero interaction energy, while dumbbells of any length `d > 0` have
positive interaction energy. -/
theorem magic_angle_repulsion {d r : ℝ} {n R : Space3} (hd : 0 < d) (hr : 0 < r)
    (hn : ‖n‖ = 1) (hR : ‖R‖ = r) (hm : 3 * (inner ℝ R n) ^ 2 = r ^ 2) :
    pointEnergy n R = 0 ∧ 0 < dumbbellEnergy d n R := by
  constructor
  · unfold pointEnergy
    rw [real_inner_self_eq_norm_sq, hn, hR, hm, sub_eq_zero,
      div_eq_div_iff (by positivity) (by positivity)]
    ring
  · obtain ⟨ha, hb⟩ := unlike_distance_sq d R hn
    rw [hR] at ha hb
    rw [dumbbellEnergy_eq, hR]
    have ha0 := norm_nonneg (R + d • n)
    have hb0 := norm_nonneg (R - d • n)
    generalize ‖R + d • n‖ = a at ha ha0 ⊢
    generalize ‖R - d • n‖ = b at hb hb0 ⊢
    generalize inner ℝ R n = c at ha hb hm
    have hr2 : 0 < r ^ 2 := by positivity
    have hap : 0 < a := by
      refine lt_of_pow_lt_pow_left₀ 2 ha0 ?_
      rw [ha]
      nlinarith [sq_nonneg (d + c)]
    have hbp : 0 < b := by
      refine lt_of_pow_lt_pow_left₀ 2 hb0 ?_
      rw [hb]
      nlinarith [sq_nonneg (d - c)]
    -- the product of the two unlike-charge distances
    have hw : (a * b) ^ 2 = r ^ 4 + 2 / 3 * r ^ 2 * d ^ 2 + d ^ 4 := by
      rw [mul_pow, ha, hb]
      linear_combination (-(4 / 3) * d ^ 2) * hm
    have hprod : r ^ 2 * (a * b) < r ^ 4 + 1 / 3 * r ^ 2 * d ^ 2 + 2 * d ^ 4 := by
      refine lt_of_pow_lt_pow_left₀ 2 (by positivity) ?_
      rw [mul_pow, hw]
      have e1 : 0 < r ^ 4 * d ^ 4 := by positivity
      have e2 : 0 < d ^ 8 := by positivity
      have e3 : 0 < r ^ 2 * d ^ 6 := by positivity
      nlinarith
    -- the repulsion between like charges exceeds the attraction
    have hsum : r * (a + b) < 2 * (a * b) := by
      refine lt_of_pow_lt_pow_left₀ 2 (by positivity) ?_
      have e1 : (r * (a + b)) ^ 2 = r ^ 2 * (2 * (r ^ 2 + d ^ 2) + 2 * (a * b)) := by
        linear_combination r ^ 2 * ha + r ^ 2 * hb
      rw [e1, mul_pow 2 (a * b), hw]
      nlinarith
    have h : 2 / r - 1 / a - 1 / b = (2 * (a * b) - r * (a + b)) / (r * a * b) := by
      field_simp
      ring
    rw [h]
    exact div_pos (div_pos (sub_pos.mpr hsum) (by positivity)) (by positivity)

end

end DumbbellDipoles
```

```lean
#print axioms DumbbellDipoles.magnitude_errors_opposite
#print axioms DumbbellDipoles.magic_angle_repulsion
```

```
'DumbbellDipoles.magnitude_errors_opposite' depends on axioms: [propext, Classical.choice, Quot.sound]
'DumbbellDipoles.magic_angle_repulsion' depends on axioms: [propext, Classical.choice, Quot.sound]
```

## Charges, axes and separations

`Space3` is three-dimensional Euclidean space. `dumbbellEnergy d n R` is $E_d(R)$, the sum of the four Coulomb terms between a charge of one dumbbell and a charge of the other, with every position written out. The attraction between the two ends of a single dumbbell is left out, since it does not depend on $R$. `pointEnergy n R` is $E_{\rm pt}(R)$. It is the usual dipole-dipole formula for two equal dipoles, taken as a definition and not derived as a limit of $E_d$.

The unit axis enters as `‖n‖ = 1`. Head to tail, the separation is `r • n`, the vector $rn$. Side by side, it is a vector $u$ with `‖u‖ = r` and `inner ℝ u n = 0`, so any direction perpendicular to the axis is allowed.

Under the condition $0<d<r$, `dumbbell_bounds` states

$$E_d(rn)<-\frac{2}{r^3},\qquad 0<E_d(u)<\frac1{r^3}.$$

The outer values are those of the point dipoles, as `pointEnergy_values` confirms: $1/r^3-3r^2/r^5=-2/r^3$ head to tail, and $1/r^3$ side by side, where $u\cdot n=0$.

The condition $d<r$ says that dumbbells in a line do not reach each other: the facing ends, which carry opposite charges, are a distance $r-d$ apart. With no upper limit on $d$ the first inequality fails, since $d=2r$ gives $E_d(rn)=+1/(6r^3)$.

The same formulas describe magnets if the charges are read as magnetic poles. A dumbbell then stands for a thin needle, uniformly magnetised along its length, with its poles concentrated at the ends. The model is restricted to two rigid, parallel bodies of equal moment; there is no polarisation, no thermal averaging over orientations and no third body.

## Four Coulomb terms, three distances

The two positive charges are separated by $R$, and so are the two negative ones. The unlike pairs are separated by $R-dn$ and $R+dn$. Each product of charges is $\pm1/d^2$, hence

$$E_d(R)=\frac1{d^2}\left(\frac2{|R|}-\frac1{|R+dn|}-\frac1{|R-dn|}\right).$$

This is `dumbbellEnergy_eq`. Its four auxiliary identities, proved by `module`, simplify the difference vectors, and `norm_neg` removes their signs.

The two unlike distances follow from the law of cosines, which is `unlike_distance_sq`:

$$|R\pm dn|^2=|R|^2\pm2d\,R\cdot n+d^2 .$$

## Head to tail: the near ends win

For $R=rn$ the three distances are $r$, $r+d$ and $r-d$, all positive. Therefore

$$E_d(rn)=\frac1{d^2}\left(\frac2r-\frac{2r}{r^2-d^2}\right)=\frac{1}{d^2}\cdot\frac{2(r^2-d^2)-2r^2}{r(r^2-d^2)}=-\frac{2}{r(r-d)(r+d)} .$$

The denominator $r(r^2-d^2)=r^3-rd^2$ is positive and smaller than $r^3$, so the energy lies below $-2/r^3$.

`headToTail_eq` proves the closed form: `hnorm` evaluates the lengths of positive multiples of $n$, and `field_simp` with `ring` does the fractions. In `dumbbell_bounds` the comparison is then cross-multiplied, and `nlinarith` receives the one fact it needs, $rd^2>0$.

## Side by side: equal diagonals

For $R=u$ the four charges sit at the corners of a rectangle with sides $r$ and $d$. Both unlike distances are its diagonal $a$, with $a^2=r^2+d^2$, so $a>r$ and $d^2=(a-r)(a+r)$. This gives

$$E_d(u)=\frac1{d^2}\left(\frac2r-\frac2a\right)=\frac{2(a-r)}{ra\,(a-r)(a+r)}=\frac{2}{ra(a+r)} .$$

The result is positive. It is below $1/r^3$ because

$$ra(a+r)-2r^3=r(a-r)(a+2r)>0 .$$

In the second half of `dumbbell_bounds`, `hab` is the equality of the diagonals, `hra` is $a>r$, and `key` is the closed form. The product handed to the last `nlinarith` is the right-hand side of the factorisation above.

## Opposite errors in magnitude, the same direction of error in the signed energy

The head-to-tail energies are negative and the side-by-side energies positive. Taking absolute values therefore turns the bounds into

$$|E_{\rm pt}(rn)|<|E_d(rn)|,\qquad |E_d(u)|<|E_{\rm pt}(u)| ,$$

which is `magnitude_errors_opposite`. Its proof inserts the point values and removes the absolute values according to sign.

The opposition concerns the strength of the coupling. For the signed energy, the point formula gives too high a value in both geometries: $-2/r^3$ lies above the head-to-tail energy, and $1/r^3$ lies above the side-by-side energy.

## At the magic angle the signed error reverses

Let $|R|=r>0$ and write $c=R\cdot n=r\cos\theta$, where $\theta$ is the angle between separation and axis. At the magic angle $3\cos^2\theta=1$, that is $3c^2=r^2$, the point energy is $1/r^3-r^2/r^5=0$. According to `magic_angle_repulsion`, dumbbells of any length $d>0$ have positive interaction energy there, so the point formula now gives too low an energy. The condition $d<r$ is not assumed in this theorem.

Let $a=|R+dn|$ and $b=|R-dn|$. Both are positive, since $a^2=(d+c)^2+\tfrac23r^2$ and $b^2=(d-c)^2+\tfrac23r^2$. The energy is

$$E_d(R)=\frac{1}{d^2}\cdot\frac{2ab-r(a+b)}{rab},$$

so the claim is $r(a+b)<2ab$. The product of the diagonals follows from their squares:

$$(ab)^2=(r^2+d^2)^2-4d^2c^2=r^4+\tfrac23r^2d^2+d^4 .$$

Both sides of the claim are nonnegative, so their squares may be compared. With $a^2+b^2=2(r^2+d^2)$, the claim becomes

$$r^2\bigl(2r^2+2d^2+2ab\bigr)<4r^4+\tfrac83r^2d^2+4d^4,$$

or, after subtracting and halving,

$$r^2ab<r^4+\tfrac13r^2d^2+2d^4 .$$

A second squaring removes the remaining product $ab$. The square of the right side minus the square of the left is

$$\tfrac{28}{9}r^4d^4+\tfrac43r^2d^6+4d^8>0 .$$

The Lean proof runs through these inequalities in the opposite order. `hw` is the formula for $(ab)^2$, `hprod` is the last inequality for $r^2ab$, and `hsum` is $r(a+b)<2ab$. Both comparisons of squares use `lt_of_pow_lt_pow_left₀`, and the three positive monomials in the final difference are supplied as `e1`, `e2` and `e3`.

## The replacement inside a simulation

A simulation program that handles only point charges can represent a dipole by two opposite charges held at a fixed distance. Each pair of such dipoles then contributes four Coulomb terms, where a point-dipole code evaluates one dipole-dipole formula, which reduces to $E_{\rm pt}$ for equal, parallel unit dipoles. For two isolated, parallel dumbbells with $d<r$, the results above give the direction in which the pair energies differ head to tail, side by side and at the magic angle.

Take $r=1$ and $d=0.1$, so the charges are $\pm10$. Head to tail, the four terms are two repulsions of $100$ and attractions of about $90.909$ and $111.111$. They add up to about $-2.020$, against $-2$ for point dipoles. Side by side, the repulsions are again $100$ each and the attractions about $99.504$ each, which leaves about $0.993$, against $1$. Measured against the dumbbells, the point formula is thus about $1\%$ too weak in the first geometry and about $0.7\%$ too strong in the second. If the dumbbells are instead meant to represent point dipoles, the error is theirs and has the opposite sign: their coupling is about $1\%$ too strong head to tail and about $0.7\%$ too weak side by side.

At $d=0.5$ the dumbbell energies are about $-2.667$ and $0.845$. In a straight chain of such dumbbells, all pointing the same way along the chain with their centres at distance $1$, the point formula therefore makes the attraction between nearest neighbours too weak. For two parallel dumbbells side by side at the same distance, it makes the repulsion too strong.
